# No finite symmetric stencil has the exact free-particle dispersion on an interval of momenta

## Stencils, plane waves and the cosine sum

A free particle of mass $\mu$ in one dimension has kinetic energy $\hbar^2k^2/2\mu$ in the plane wave $e^{ikx}$. On a uniform grid of spacing $h$ the wave takes the values $e^{i\theta j}$ at the sites $x=jh$, where $j$ is an integer and $\theta=kh$ is the phase advance per site. In units of $\hbar^2/2\mu h^2$ the kinetic energy is $\theta^2$. In the same units the kinetic-energy operator is $-h^2\,d^2/dx^2$, and an explicit finite-difference method replaces it by a weighted sum over nearby sites. The question is whether such a sum can give $\theta^2$ exactly, at least over some range of momenta.

Let $M\ge 0$ be an integer and $c_0,\dots,c_M$ real numbers. The symmetric stencil of range $M$ acts on a complex lattice function $u$ by

$$(Du)_j=\sum_{m=0}^{M}c_m\,\frac{u_{j+m}+u_{j-m}}{2}.$$

For $m\ge1$ the weight of each of the sites $j\pm m$ is therefore $c_m/2$, whereas many tables list that weight itself as the coefficient. The three-point formula $2u_j-u_{j+1}-u_{j-1}$ has $c_0=2$ and $c_1=-2$. The dispersion of the stencil is

$$S(\theta)=\sum_{m=0}^{M}c_m\cos(m\theta),$$

which numerical analysts call its symbol. For the three-point formula it is $2-2\cos\theta$, which approaches $\theta^2$ for small $\theta$.

## Agreement at finitely many momenta only

The claim is that $S(\theta)=\theta^2$ holds for only finitely many real $\theta$, whatever the range and the coefficients. In particular it fails somewhere in every nonempty open interval, however short and however close to $\theta=0$.

**The eigenvalue.** On the plane wave $u_j=e^{i\theta j}$,

$$\frac{e^{i\theta(j+m)}+e^{i\theta(j-m)}}{2}=\frac{e^{im\theta}+e^{-im\theta}}{2}\,e^{i\theta j}=\cos(m\theta)\,e^{i\theta j}.$$

Multiplying by $c_m$ and summing gives $(Du)_j=S(\theta)\,u_j$.

**The solutions are bounded.** Put $B=\sum_{m=0}^M|c_m|$. Since $|\cos(m\theta)|\le1$, we have $S(\theta)\le B$. A solution of $S(\theta)=\theta^2$ thus satisfies $\theta^2\le B$. If $|\theta|$ exceeded $B+1$, then $\theta^2>(B+1)^2\ge B+1>B$, a contradiction. All solutions lie in $[-(B+1),B+1]$.

**There are finitely many.** Suppose there were infinitely many solutions. Being confined to a closed bounded interval, they would accumulate at some point $x$. Both $S(\theta)$ and $\theta^2$ are real-analytic on the whole line, and two such functions that agree at points accumulating at $x$ agree everywhere. But $S(2\pi)=S(0)$, because $\cos(2\pi m)=1$ for every integer $m$, while $(2\pi)^2\ne0$. This is a contradiction.

The same reasoning applies to any real polynomial $P$ in place of $\theta^2$. If $S=P$ at infinitely many points of a bounded interval, then $S=P$ everywhere, so $P(2\pi k)=P(0)$ for all integers $k\ge0$. The polynomial $P-P(0)$ then has infinitely many roots, and $P$ is constant.

**Any finite set with $|\theta|<\pi$ can be matched.** Let $T$ be a finite set of real numbers with $|\theta|<\pi$ for each $\theta\in T$, and let $T'$ consist of $T$ and its mirror image $-T$. Different points of $T'$ have different phase factors $e^{i\theta}$, so Lagrange interpolation supplies a complex polynomial $p(z)=\sum_m p_mz^m$ with $p(e^{i\theta})=\theta^2$ on $T'$. Write $p_m=a_m+ib_m$ with $a_m,b_m$ real. The real part of the interpolation condition is

$$\sum_m\bigl(a_m\cos(m\theta)-b_m\sin(m\theta)\bigr)=\theta^2.$$

The condition at $-\theta$ is the same with the sign of the sine terms reversed. The average of the two is $\sum_m a_m\cos(m\theta)=\theta^2$, so the coefficients $c_m=a_m$ do what is required.

For real-space electronic-structure methods, this means that a fixed finite-range kinetic stencil on an infinite uniform one-dimensional grid has a dispersion error at all but finitely many momenta. Likewise, a non-interacting tight-binding chain with one orbital per site and real hopping of finite range has no exactly parabolic stretch of band.

## The definitions in Lean

```lean
import Mathlib

open Finset

namespace FiniteStencilDispersion

noncomputable section
```

The stencil is an operator on functions `u : ℤ → ℂ`, so the lattice is infinite and has no boundary.

```lean
/-- The symmetric lattice stencil of range `M` with real coefficients `c 0, ..., c M`:
each `c m` weights the average of the two values at distance `m` from the site `j`. -/
def stencil (M : ℕ) (c : ℕ → ℝ) (u : ℤ → ℂ) (j : ℤ) : ℂ :=
  ∑ m ∈ range (M + 1), (c m : ℂ) * ((u (j + m) + u (j - m)) / 2)
```

The coefficients form a sequence `c : ℕ → ℝ`, of which only `c 0` to `c M` enter, since `range (M + 1)` runs from $0$ to $M$. The term with $m=0$ is `c 0` times the value at the site itself.

```lean
/-- The lattice plane wave `exp (i θ j)` with phase advance `θ` per site. -/
def planeWave (θ : ℝ) (j : ℤ) : ℂ := Complex.exp (θ * j * Complex.I)
```

The plane wave is labelled by an arbitrary real `θ`, not reduced to one Brillouin zone. Its modulus is one at every site.

```lean
/-- The dispersion of the stencil, the finite cosine sum `∑ c m cos (m θ)`. -/
def symbol (M : ℕ) (c : ℕ → ℝ) (θ : ℝ) : ℝ :=
  ∑ m ∈ range (M + 1), c m * Real.cos (m * θ)
```

Neither the grid spacing nor the differential operator occurs in these definitions. The identification $\theta=kh$, which turns $\theta^2$ into a kinetic energy, is the physical reading given above.

## The cosine sum as an eigenvalue

The first theorem links the three definitions: for every real `θ` and every site `j`, applying the stencil to the plane wave multiplies it by `symbol M c θ`.

```lean
/-- Every plane wave is an eigenfunction of the stencil, and the eigenvalue is the
cosine sum `symbol M c θ`. -/
theorem stencil_planeWave (M : ℕ) (c : ℕ → ℝ) (θ : ℝ) (j : ℤ) :
    stencil M c (planeWave θ) j = symbol M c θ * planeWave θ j := by
  unfold stencil symbol planeWave
  rw [Complex.ofReal_sum, Finset.sum_mul]
  refine Finset.sum_congr rfl fun m _ => ?_
  -- a shift by `m` sites multiplies the wave by a phase
  have h1 : Complex.exp (θ * ((j + m : ℤ) : ℂ) * Complex.I)
      = Complex.exp (m * θ * Complex.I) * Complex.exp (θ * j * Complex.I) := by
    rw [← Complex.exp_add]
    congr 1
    push_cast
    ring
  have h2 : Complex.exp (θ * ((j - m : ℤ) : ℂ) * Complex.I)
      = Complex.exp (-(m * θ) * Complex.I) * Complex.exp (θ * j * Complex.I) := by
    rw [← Complex.exp_add]
    congr 1
    push_cast
    ring
  rw [h1, h2, Complex.ofReal_mul, Complex.ofReal_cos, Complex.ofReal_mul,
    Complex.ofReal_natCast, Complex.cos]
  ring
```

The identity is proved term by term. The statements `h1` and `h2` extract the phases $e^{\pm im\theta}$ from the shifted waves, and rewriting with `Complex.cos` expresses the cosine as half the sum of these two exponentials.

## Analyticity and periodicity

```lean
/-- The dispersion of a finite stencil is a real-analytic function of `θ`. -/
theorem symbol_analytic (M : ℕ) (c : ℕ → ℝ) :
    AnalyticOnNhd ℝ (symbol M c) Set.univ := by
  apply contDiff_omega_iff_analyticOnNhd.1
  unfold symbol
  exact ContDiff.sum fun m _ =>
    contDiff_const.mul (Real.contDiff_cos.comp (contDiff_const.mul contDiff_id))
```

`AnalyticOnNhd ℝ (symbol M c) Set.univ` says that the dispersion has a convergent power series around every real point. The proof goes through Mathlib's scale of differentiability classes, whose top level is analyticity: constants, the identity and the cosine belong to it, and products, compositions and finite sums stay in it.

```lean
/-- The dispersion of a finite stencil has the same value at `θ = 2πk` as at `θ = 0`. -/
theorem symbol_two_pi (M : ℕ) (c : ℕ → ℝ) (k : ℕ) :
    symbol M c (k * (2 * Real.pi)) = symbol M c 0 := by
  unfold symbol
  refine Finset.sum_congr rfl fun m _ => ?_
  have h : (m : ℝ) * (k * (2 * Real.pi)) = ((m * k : ℕ) : ℝ) * (2 * Real.pi) := by
    push_cast
    ring
  rw [h, Real.cos_nat_mul_two_pi, mul_zero, Real.cos_zero]
```

Only the values at the points $2\pi k$ with $k\ge0$ are needed, so this is stated in place of full periodicity. The product of $m$ and $k$ is again a natural number, and the cosine of a natural multiple of $2\pi$ is one.

## Polynomial dispersions are constant

The hypothesis `h` says that the points of $[a,b]$ at which the dispersion equals the polynomial `P` form an infinite set. The conclusion says that `P` is the constant polynomial with value $P(0)$.

```lean
/-- If the dispersion of a finite stencil agrees with a real polynomial at infinitely many
points of a bounded interval, then that polynomial is constant. -/
theorem polynomial_dispersion_const (M : ℕ) (c : ℕ → ℝ) (P : Polynomial ℝ) (a b : ℝ)
    (h : {θ | θ ∈ Set.Icc a b ∧ symbol M c θ = P.eval θ}.Infinite) :
    P = Polynomial.C (P.eval 0) := by
  have hP : AnalyticOnNhd ℝ (fun θ => P.eval θ) Set.univ := by
    apply contDiff_omega_iff_analyticOnNhd.1
    simp only [Polynomial.eval_eq_sum_range]
    exact ContDiff.sum fun i _ => contDiff_const.mul (contDiff_id.pow i)
  -- the points of agreement accumulate, so the identity theorem applies
  obtain ⟨x, -, hx⟩ := h.exists_accPt_of_subset_isCompact isCompact_Icc fun θ hθ => hθ.1
  have heq : symbol M c = fun θ => P.eval θ := by
    refine (symbol_analytic M c).eq_of_frequently_eq hP (z₀ := x) ?_
    rw [frequently_nhdsWithin_iff]
    exact (accPt_iff_frequently.1 hx).mono fun y hy => ⟨hy.2.2, hy.1⟩
  -- periodicity makes the polynomial repeat one value infinitely often
  apply Polynomial.eq_of_infinite_eval_eq
  refine Set.infinite_of_injective_forall_mem
    (f := fun k : ℕ => (k : ℝ) * (2 * Real.pi)) ?_ ?_
  · intro k l hkl
    exact Nat.cast_injective (mul_right_cancel₀ Real.two_pi_pos.ne' hkl)
  · intro k
    have hk := symbol_two_pi M c k
    rw [heq] at hk
    simpa only [Set.mem_ofPred_eq, Polynomial.eval_C] using hk
```

After the analyticity of `P` has been recorded in `hP`, compactness of the closed interval gives the accumulation point `x`. The identity theorem is `eq_of_frequently_eq`. It asks for agreement at points other than `x` in every neighbourhood of `x`, which is what accumulation means. The resulting equality `heq` transfers the repeated value from the cosine sum to the polynomial. Mathlib's `Polynomial.eq_of_infinite_eval_eq` then identifies `P` with the constant, since the two agree at the infinitely many distinct points $2\pi k$.

## Finitely many exact momenta

The set of all real `θ` with `symbol M c θ = θ ^ 2` is finite. There is no condition on `M` or `c`.

```lean
/-- A finite stencil reproduces the free-particle dispersion `θ²` at only finitely many
real `θ`. -/
theorem exact_momenta_finite (M : ℕ) (c : ℕ → ℝ) :
    {θ : ℝ | symbol M c θ = θ ^ 2}.Finite := by
  by_contra hinf
  -- the cosine sum is bounded, so all solutions lie in a bounded interval
  let B : ℝ := ∑ m ∈ range (M + 1), |c m|
  have hB : 0 ≤ B := Finset.sum_nonneg fun m _ => abs_nonneg _
  have hbound : ∀ θ, symbol M c θ ≤ B := by
    intro θ
    refine Finset.sum_le_sum fun m _ => ?_
    calc c m * Real.cos (m * θ) ≤ |c m * Real.cos (m * θ)| := le_abs_self _
      _ = |c m| * |Real.cos (m * θ)| := abs_mul _ _
      _ ≤ |c m| * 1 := mul_le_mul_of_nonneg_left (Real.abs_cos_le_one _) (abs_nonneg _)
      _ = |c m| := mul_one _
  have h := polynomial_dispersion_const M c (Polynomial.X ^ 2) (-(B + 1)) (B + 1) (by
    refine Set.Infinite.mono ?_ hinf
    intro θ hθ
    have h1 : symbol M c θ = θ ^ 2 := hθ
    have h2 := hbound θ
    rw [h1] at h2
    refine ⟨⟨by nlinarith, by nlinarith⟩, ?_⟩
    simpa using h1)
  have h1 := congrArg (Polynomial.eval 1) h
  simp at h1
```

The proof assumes the contrary. `hbound` is the estimate $S(\theta)\le B$, and the two calls to `nlinarith` place each solution between $-(B+1)$ and $B+1$. The preceding theorem, applied to the polynomial $X^2$, would make $X^2$ constant. Evaluation at $1$ turns this into $1=0$.

## No interval of exact dispersion

The next theorem has the cosine sum written out. For real $a<b$, it is false that the sum equals $\theta^2$ at every point of the open interval $(a,b)$.

```lean
/-- No finite stencil has the exact free-particle dispersion: a finite cosine sum cannot
coincide with `θ²` on a nonempty open interval. -/
theorem no_exact_dispersion (M : ℕ) (c : ℕ → ℝ) {a b : ℝ} (hab : a < b) :
    ¬ ∀ θ ∈ Set.Ioo a b, ∑ m ∈ range (M + 1), c m * Real.cos (m * θ) = θ ^ 2 :=
  fun h => Set.Ioo_infinite hab ((exact_momenta_finite M c).subset h)
```

If it were true, the interval would be a subset of the finite set just described, but a nonempty open interval is infinite. The assumption `hab` serves to make the interval nonempty; on an empty one the equality would hold trivially.

The operator form says the same about the action on waves: no finite symmetric stencil with real coefficients multiplies every plane wave with $\theta$ in $(a,b)$ by $\theta^2$ at all sites.

```lean
/-- No finite stencil multiplies every plane wave from a nonempty open interval of `θ`
by `θ²`. -/
theorem no_exact_kinetic_stencil (M : ℕ) (c : ℕ → ℝ) {a b : ℝ} (hab : a < b) :
    ¬ ∀ θ ∈ Set.Ioo a b, ∀ j : ℤ,
      stencil M c (planeWave θ) j = (θ : ℂ) ^ 2 * planeWave θ j := by
  intro h
  refine no_exact_dispersion M c hab fun θ hθ => ?_
  have h0 := h θ hθ 0
  rw [stencil_planeWave] at h0
  have h1 := mul_right_cancel₀ (Complex.exp_ne_zero _) h0
  exact_mod_cast h1
```

It is enough to look at the site $j=0$. There the eigenvalue theorem gives $S(\theta)$ times the wave equal to $\theta^2$ times the wave. The wave is nonzero and can be cancelled, and the remaining equation between complex numbers is one between real numbers, which the previous theorem excludes.

Momentum is a continuous variable here. A periodic grid with finitely many sites admits only finitely many distinct plane waves, each of which has one label $\theta$ with $-\pi<\theta\le\pi$. Exact agreement at all of these finitely many labels is not excluded by the theorems above.

## Stencils exact at prescribed momenta

The last theorem takes a finite set `T` of real numbers, all of modulus less than $\pi$, and provides a range `M` and real coefficients `c` for which the dispersion is exactly $\theta^2$ on `T`. Finiteness in the earlier theorem therefore cannot be sharpened to a bound on the number of exact momenta that holds for all stencils at once. Some restriction on `T` is necessary: the set $\{0,2\pi\}$ cannot be matched, because the dispersion takes equal values at its two points. The theorem says nothing about the error between the matched momenta.

```lean
/-- Any finite set of `θ` with `|θ| < π` can be matched: some finite stencil has
dispersion exactly `θ²` at all of its points. -/
theorem exists_stencil_exact_on_finset (T : Finset ℝ) (hT : ∀ θ ∈ T, |θ| < Real.pi) :
    ∃ (M : ℕ) (c : ℕ → ℝ), ∀ θ ∈ T, symbol M c θ = θ ^ 2 := by
  have hS : ∀ θ ∈ T ∪ T.image (fun x => -x), |θ| < Real.pi := by
    intro θ hθ
    rcases Finset.mem_union.1 hθ with h | h
    · exact hT θ h
    · obtain ⟨x, hx, rfl⟩ := Finset.mem_image.1 h
      simpa using hT x hx
  have hinj : Set.InjOn (fun θ : ℝ => Complex.exp (θ * Complex.I))
      (T ∪ T.image (fun x => -x) : Finset ℝ) := by
    intro x hx y hy hxy
    have hx' := abs_lt.1 (hS x (Finset.mem_coe.1 hx))
    have hy' := abs_lt.1 (hS y (Finset.mem_coe.1 hy))
    have h := Complex.exp_inj_of_neg_pi_lt_of_le_pi (x := x * Complex.I)
      (y := y * Complex.I) (by simpa using hx'.1) (by simpa using hx'.2.le)
      (by simpa using hy'.1) (by simpa using hy'.2.le) hxy
    exact Complex.ofReal_injective (mul_right_cancel₀ Complex.I_ne_zero h)
  -- interpolate in the phase factor on the momenta and their mirror images
  obtain ⟨p, hp⟩ : ∃ p : Polynomial ℂ, ∀ θ ∈ T ∪ T.image (fun x => -x),
      p.eval (Complex.exp (θ * Complex.I)) = (θ : ℂ) ^ 2 :=
    ⟨Lagrange.interpolate _ (fun θ : ℝ => Complex.exp (θ * Complex.I))
      (fun θ : ℝ => (θ : ℂ) ^ 2),
      fun θ hθ => Lagrange.eval_interpolate_at_node _ hinj hθ⟩
  have key : ∀ θ ∈ T ∪ T.image (fun x => -x), ∑ m ∈ range (p.natDegree + 1),
      ((p.coeff m).re * Real.cos (m * θ) - (p.coeff m).im * Real.sin (m * θ)) = θ ^ 2 := by
    intro θ hθ
    have h := congrArg Complex.re (hp θ hθ)
    rw [Polynomial.eval_eq_sum_range, Complex.re_sum, ← Complex.ofReal_pow,
      Complex.ofReal_re] at h
    rw [← h]
    refine Finset.sum_congr rfl fun m _ => ?_
    have e : Complex.exp (θ * Complex.I) ^ m
        = (Real.cos (m * θ) : ℂ) + (Real.sin (m * θ) : ℂ) * Complex.I := by
      rw [← Complex.exp_nat_mul, ← mul_assoc, Complex.exp_mul_I]
      simp only [Complex.ofReal_cos, Complex.ofReal_sin, Complex.ofReal_mul,
        Complex.ofReal_natCast]
    rw [e]
    simp only [Complex.mul_re, Complex.add_re, Complex.add_im, Complex.mul_im,
      Complex.ofReal_re, Complex.ofReal_im, Complex.I_re, Complex.I_im]
    ring
  refine ⟨p.natDegree, fun m => (p.coeff m).re, fun θ hθ => ?_⟩
  -- averaging over `θ` and `-θ` removes the sine terms
  have h1 := key θ (Finset.mem_union_left _ hθ)
  have h2 := key (-θ) (Finset.mem_union_right _ (Finset.mem_image_of_mem _ hθ))
  simp only [mul_neg, Real.cos_neg, Real.sin_neg, neg_sq, sub_neg_eq_add,
    Finset.sum_add_distrib] at h2
  rw [Finset.sum_sub_distrib] at h1
  unfold symbol
  linarith

end

end FiniteStencilDispersion
```

The union `T ∪ T.image (fun x => -x)` is the set $T'$ of the derivation by hand. `hS` extends the bound $|\theta|<\pi$ to it, and `hinj` states that distinct points have distinct phase factors, as the Lagrange interpolation requires. The polynomial `p` is the interpolant, and `key` is the real part of its defining condition, with $a_m$ and $b_m$ appearing as `(p.coeff m).re` and `(p.coeff m).im`. The range of the stencil is the degree of `p`. Finally, `h1` and `h2` are the conditions at $\theta$ and $-\theta$, and `linarith` combines them so that the sine sums cancel.

```lean
#print axioms FiniteStencilDispersion.no_exact_dispersion
-- 'FiniteStencilDispersion.no_exact_dispersion' depends on axioms: [propext, Classical.choice, Quot.sound]
#print axioms FiniteStencilDispersion.no_exact_kinetic_stencil
-- 'FiniteStencilDispersion.no_exact_kinetic_stencil' depends on axioms: [propext, Classical.choice, Quot.sound]
#print axioms FiniteStencilDispersion.exists_stencil_exact_on_finset
-- 'FiniteStencilDispersion.exists_stencil_exact_on_finset' depends on axioms: [propext, Classical.choice, Quot.sound]
```
